# Particle-hole symmetry of the Kitaev chain's Bloch Hamiltonian

The Kitaev chain is a non-interacting mean-field model of a p-wave superconductor, with Bloch Hamiltonian H(k) = (−μ − 2t cos k) τ_z + D sin k τ_y, a 2×2 complex matrix. The theorem states that τ_x H(k)* τ_x = −H(−k) for all real μ, t, D and k, where the star is entrywise complex conjugation. The attempt first shows that the normal-state energy is even in k and the pairing amplitude odd, and rewrites H(−k) with these two facts. It then compares the two sides entry by entry, leaving each of the four cases to `simp`.

In Lean, a first try:

```lean
import Mathlib

open Matrix

namespace ParticleHoleSymmetry

noncomputable section

/-- The Pauli matrix `τ_x` in particle-hole space. -/
def tauX : Matrix (Fin 2) (Fin 2) ℂ := !![0, 1; 1, 0]

/-- The Pauli matrix `τ_y` in particle-hole space. -/
def tauY : Matrix (Fin 2) (Fin 2) ℂ := !![0, -Complex.I; Complex.I, 0]

/-- The Pauli matrix `τ_z` in particle-hole space. -/
def tauZ : Matrix (Fin 2) (Fin 2) ℂ := !![1, 0; 0, -1]

/-- The normal-state energy `-μ - 2t cos k`, measured from the chemical potential. -/
def xi (mu t k : ℝ) : ℝ := -mu - 2 * t * Real.cos k

/-- The p-wave pairing amplitude `D sin k`. -/
def pairing (D k : ℝ) : ℝ := D * Real.sin k

/-- The Bloch Hamiltonian of the Kitaev chain,
`H(k) = (-μ - 2t cos k) τ_z + D sin k τ_y`. -/
def bloch (mu t D k : ℝ) : Matrix (Fin 2) (Fin 2) ℂ :=
  (xi mu t k : ℂ) • tauZ + (pairing D k : ℂ) • tauY

/-- Particle-hole symmetry of the Kitaev chain: `τ_x conj(H(k)) τ_x = -H(-k)`. -/
theorem particle_hole_symmetry (mu t D k : ℝ) :
    tauX * (bloch mu t D k).map (starRingEnd ℂ) * tauX = -bloch mu t D (-k) := by
  -- the normal-state energy is even in k, the pairing is odd
  have hxi : xi mu t (-k) = xi mu t k := by simp [xi]
  have hp : pairing D (-k) = -pairing D k := by simp [pairing]
  unfold bloch
  rw [hxi, hp]
  ext i j
  fin_cases i <;> fin_cases j <;>
    simp [tauX, tauY, tauZ, Matrix.mul_apply, Fin.sum_univ_succ]

end

end ParticleHoleSymmetry
```

Messages:

```
Main.lean:31:79: error: unsolved goals
case «0».«0»
mu t D k : ℝ
hxi : xi mu t (-k) = xi mu t k
hp : pairing D (-k) = -pairing D k
⊢ (![0, 1] ᵥ*
        !![↑(xi mu t k), -(↑(pairing D k) * Complex.I); ↑(pairing D k) * Complex.I, -↑(xi mu t k)].map ⇑(starRingEnd ℂ))
      1 =
    -↑(xi mu t k)

case «0».«1»
mu t D k : ℝ
hxi : xi mu t (-k) = xi mu t k
hp : pairing D (-k) = -pairing D k
⊢ (![0, 1] ᵥ*
        !![↑(xi mu t k), -(↑(pairing D k) * Complex.I); ↑(pairing D k) * Complex.I, -↑(xi mu t k)].map ⇑(starRingEnd ℂ))
      0 =
    -(↑(pairing D k) * Complex.I)

case «1».«0»
mu t D k : ℝ
hxi : xi mu t (-k) = xi mu t k
hp : pairing D (-k) = -pairing D k
⊢ (![1, 0] ᵥ*
        !![↑(xi mu t k), -(↑(pairing D k) * Complex.I); ↑(pairing D k) * Complex.I, -↑(xi mu t k)].map ⇑(starRingEnd ℂ))
      1 =
    ↑(pairing D k) * Complex.I

case «1».«1»
mu t D k : ℝ
hxi : xi mu t (-k) = xi mu t k
hp : pairing D (-k) = -pairing D k
⊢ (![1, 0] ᵥ*
        !![↑(xi mu t k), -(↑(pairing D k) * Complex.I); ↑(pairing D k) * Complex.I, -↑(xi mu t k)].map ⇑(starRingEnd ℂ))
      0 =
    ↑(xi mu t k)
```

Diagnosis. Lean reports four unsolved goals, one for each matrix entry. All four are true, but `simp` has stopped short of computing their left-hand sides. Each still holds a row vector times a matrix, written `ᵥ*`, in which the matrix is an explicit one under `.map` with complex conjugation.

The call to `simp` unfolds `tauX` and is also given `Matrix.mul_apply`, which writes an entry of a matrix product as a sum. With `tauX` explicit, however, `simp` turned the inner product into the row-vector form. `Matrix.mul_apply` doesn't apply to that form, so the conjugated entries were never reached.

The repair fixes the order. A `simp only` step runs while `tauX` is still folded: `Matrix.mul_apply` and `Fin.sum_univ_two` write both products as two-term sums, and `Matrix.map_apply` moves the conjugation onto single entries. The final `simp` then unfolds the Pauli matrices and has only scalar identities to check. The added comment is mere tidying.

As a diff, the version that Lean accepts:

```diff
@@ -36,6 +36,7 @@
   rw [hxi, hp]
   ext i j
-  fin_cases i <;> fin_cases j <;>
-    simp [tauX, tauY, tauZ, Matrix.mul_apply, Fin.sum_univ_succ]
+  -- write the products out in entries, then compare the four entries
+  simp only [Matrix.mul_apply, Fin.sum_univ_two, Matrix.map_apply]
+  fin_cases i <;> fin_cases j <;> simp [tauX, tauY, tauZ]
 
 end
```
